# The Del Sole–Reining–Godby interaction from one inverse, for a two-point kernel

Let \(x\) be the independent-particle density response, \(v\) the Coulomb interaction and \(f\) a two-point exchange-correlation kernel, all three elements of one ring, such as square matrices of the same size. If \(1-xf\) and \(1-x(v+f)\) are invertible, define

\[
\Gamma=(1-xf)^{-1},\qquad P=\Gamma x,\qquad \chi=(1-x(v+f))^{-1}x .
\]

Then \(1-Pv\) is invertible, and the screened interaction \(W=v(1-Pv)^{-1}\) satisfies

\[
W=v+v\chi v,\qquad
W\Gamma=v\,(1-x(v+f))^{-1}=v+v\chi(v+f).
\]

Here \(\Gamma\) is the vertex, \(P\) the irreducible polarizability, \(\chi\) the full density response and \(W\Gamma\) the effective interaction. No two of the factors need commute.

## Two interactions in a GW code

A GW code with a kernel from density-functional theory can put the vertex into the screening alone, or into both the screening and the self-energy. The first choice multiplies the Green's function by \(W\), the second by \(W\Gamma\). For a two-point kernel in a finite basis, the identity gives both interactions from the same \(\chi\), and they differ by exactly \(v\chi f\).

The effective interaction therefore takes a single linear solve, \(Y(1-x(v+f))=v\), with no need to form \(\Gamma\), \(P\) or \(W\). A code that does build them in sequence can compare its product \(W\Gamma\) with \(Y\). Two inputs give simple checks:

- For \(f=0\) the vertex is 1, and both interactions reduce to the one of the random-phase approximation.
- For \(f=-v\), with \(1+xv\) invertible, the effective interaction is the bare \(v\).

The order of the factors matters for storage as well. Even when \(x\), \(v\) and \(f\) are symmetric matrices, \(v\chi f\) is in general not symmetric, so \(W\Gamma\) does not belong in a routine that keeps only one triangle.

## Factoring the screening

Write \(A=1-xf\), \(D=1-Pv\) and \(B=1-x(v+f)\). Since \(A\Gamma=1\),

\[
AD=A-A\Gamma xv=1-xf-xv=B .
\]

As \(A\) is invertible, \(D\) is invertible exactly when \(B\) is. This gives the first claim.

The same factorization combines the screening with the vertex. Insert \(BB^{-1}=1\), replace \(B\) by \(AD\), and cancel:

\[
D^{-1}\Gamma=D^{-1}\Gamma\,BB^{-1}=D^{-1}(\Gamma A)DB^{-1}=D^{-1}DB^{-1}=B^{-1}.
\]

For the screened interaction, insert \(\Gamma A=1\) and use \(A=B+xv\):

\[
W=vD^{-1}=vD^{-1}\Gamma A=vB^{-1}A=vB^{-1}(B+xv)=v+v\chi v .
\]

For the effective interaction, use \(1=B+x(v+f)\):

\[
W\Gamma=vD^{-1}\Gamma=vB^{-1}=vB^{-1}\bigl(B+x(v+f)\bigr)=v+v\chi(v+f).
\]

Subtracting the two results gives \(W\Gamma-W=v\chi f\). If \(v\) and \(x\) are invertible, then so is \(v\chi=vB^{-1}x\), and the difference vanishes only for \(f=0\). For \(f=-v\) the sum \(v+f\) is zero, which leaves \(W\Gamma=v\).

The definition of \(W\) also agrees with the Dyson equation \(U=v+UPv\). Collecting \(U\) on the left gives \(UD=v\), whose only solution is \(U=vD^{-1}=W\).

## The Lean file

```lean
import Mathlib

namespace GWVertexCorrections

noncomputable section

variable {R : Type*} [Ring R]

/-- The vertex `Γ = (1 - x f)⁻¹` of a kernel `f` and independent-particle response `x`, meant for
invertible `1 - x f`. -/
def vertex (x f : R) : R := Ring.inverse (1 - x * f)

/-- The irreducible polarizability `P = Γ x`, meant for invertible `1 - x f`. -/
def polarizability (x f : R) : R := vertex x f * x

/-- The full density response `χ = (1 - x (v + f))⁻¹ x`, meant for invertible
`1 - x (v + f)`. -/
def response (x v f : R) : R := Ring.inverse (1 - x * (v + f)) * x

/-- The screened interaction `W = v (1 - P v)⁻¹`, meant for invertible `1 - x f` and
`1 - P v`. -/
def screened (x v f : R) : R := v * Ring.inverse (1 - polarizability x f * v)

/-- The effective interaction `W Γ`, the screened interaction multiplied by the vertex, meant for
invertible `1 - x f` and `1 - P v`. -/
def effective (x v f : R) : R := screened x v f * vertex x f

/-- If `1 - x f` is invertible, the screening factors as
`(1 - x f) (1 - P v) = 1 - x (v + f)`. -/
theorem screening_factorization {x v f : R} (hA : IsUnit (1 - x * f)) :
    (1 - x * f) * (1 - polarizability x f * v) = 1 - x * (v + f) := by
  have h : (1 - x * f) * vertex x f = 1 := Ring.mul_inverse_cancel _ hA
  unfold polarizability
  calc (1 - x * f) * (1 - vertex x f * x * v)
      = (1 - x * f) - ((1 - x * f) * vertex x f) * x * v := by noncomm_ring
    _ = 1 - x * (v + f) := by rw [h]; noncomm_ring

/-- If `1 - x f` is invertible, then `1 - P v` is invertible exactly when `1 - x (v + f)` is. -/
theorem isUnit_screening_iff {x v f : R} (hA : IsUnit (1 - x * f)) :
    IsUnit (1 - polarizability x f * v) ↔ IsUnit (1 - x * (v + f)) := by
  have hfac := screening_factorization (v := v) hA
  obtain ⟨u, hu⟩ := hA
  rw [← hfac, ← hu]
  exact (Units.isUnit_units_mul u _).symm

/-- If `1 - x f` and `1 - x (v + f)` are invertible, `W` is the one and only solution `U` of the
Dyson equation `U = v + U P v`. -/
theorem dyson_iff {x v f : R} (hA : IsUnit (1 - x * f)) (hB : IsUnit (1 - x * (v + f)))
    (U : R) : U = v + U * polarizability x f * v ↔ U = screened x v f := by
  have hD := (isUnit_screening_iff hA).2 hB
  have hl := Ring.mul_inverse_cancel _ hD
  have hr := Ring.inverse_mul_cancel _ hD
  unfold screened
  generalize Ring.inverse (1 - polarizability x f * v) = d at hl hr ⊢
  constructor
  · intro h
    -- collect the unknown on the left, then invert the screening factor
    have h' : U * (1 - polarizability x f * v) = v := by
      calc U * (1 - polarizability x f * v)
          = U - U * polarizability x f * v := by noncomm_ring
        _ = v := sub_eq_of_eq_add h
    calc U = U * ((1 - polarizability x f * v) * d) := by rw [hl, mul_one]
      _ = v * d := by rw [← mul_assoc, h']
  · rintro rfl
    calc v * d = v * (d * (1 - polarizability x f * v)) + v * d * polarizability x f * v := by
          noncomm_ring
      _ = v + v * d * polarizability x f * v := by rw [hr, mul_one]

/-- If `1 - x f` and `1 - x (v + f)` are invertible, screening and vertex combine into
`(1 - P v)⁻¹ Γ = (1 - x (v + f))⁻¹`. -/
theorem screening_mul_vertex {x v f : R} (hA : IsUnit (1 - x * f))
    (hB : IsUnit (1 - x * (v + f))) :
    Ring.inverse (1 - polarizability x f * v) * vertex x f
      = Ring.inverse (1 - x * (v + f)) := by
  have hfac := screening_factorization (v := v) hA
  have h1 : vertex x f * (1 - x * f) = 1 := Ring.inverse_mul_cancel _ hA
  have h2 := Ring.inverse_mul_cancel _ ((isUnit_screening_iff hA).2 hB)
  have h3 := Ring.mul_inverse_cancel _ hB
  generalize Ring.inverse (1 - polarizability x f * v) = d at h2 ⊢
  generalize Ring.inverse (1 - x * (v + f)) = b at h3 ⊢
  calc d * vertex x f = d * vertex x f * ((1 - x * (v + f)) * b) := by rw [h3, mul_one]
    _ = d * (vertex x f * (1 - x * f)) * (1 - polarizability x f * v) * b := by
        rw [← hfac]; simp only [mul_assoc]
    _ = b := by rw [h1, mul_one, h2, one_mul]

/-- If `1 - x f` and `1 - x (v + f)` are invertible, the screened interaction is the bare one plus
the induced part, `W = v + v χ v`. -/
theorem screened_eq {x v f : R} (hA : IsUnit (1 - x * f)) (hB : IsUnit (1 - x * (v + f))) :
    screened x v f = v + v * response x v f * v := by
  have hk := screening_mul_vertex hA hB
  have h1 : vertex x f * (1 - x * f) = 1 := Ring.inverse_mul_cancel _ hA
  have h2 := Ring.inverse_mul_cancel _ hB
  unfold screened response
  generalize Ring.inverse (1 - polarizability x f * v) = d at hk ⊢
  generalize Ring.inverse (1 - x * (v + f)) = b at hk h2 ⊢
  calc v * d = v * (d * (vertex x f * (1 - x * f))) := by rw [h1, mul_one]
    _ = v * (d * vertex x f) * (1 - x * f) := by simp only [mul_assoc]
    _ = v * b * (1 - x * f) := by rw [hk]
    _ = v * (b * (1 - x * (v + f))) + v * (b * x) * v := by noncomm_ring
    _ = v + v * (b * x) * v := by rw [h2, mul_one]

/-- Del Sole-Reining-Godby interaction: if `1 - x f` and `1 - x (v + f)` are invertible, then
`1 - P v` is invertible, `W = v + v χ v`, and `W Γ = v (1 - x (v + f))⁻¹ = v + v χ (v + f)`. -/
theorem delSole_reining_godby {x v f : R} (hA : IsUnit (1 - x * f))
    (hB : IsUnit (1 - x * (v + f))) :
    IsUnit (1 - polarizability x f * v) ∧
    screened x v f = v + v * response x v f * v ∧
    effective x v f = v * Ring.inverse (1 - x * (v + f)) ∧
    effective x v f = v + v * response x v f * (v + f) := by
  have hE : effective x v f = v * Ring.inverse (1 - x * (v + f)) := by
    unfold effective screened
    rw [mul_assoc, screening_mul_vertex hA hB]
  refine ⟨(isUnit_screening_iff hA).2 hB, screened_eq hA hB, hE, ?_⟩
  -- split the inverse into the identity and the induced response
  have h2 := Ring.inverse_mul_cancel _ hB
  rw [hE]
  unfold response
  generalize Ring.inverse (1 - x * (v + f)) = b at h2 ⊢
  calc v * b = v * (b * (1 - x * (v + f))) + v * (b * x) * (v + f) := by noncomm_ring
    _ = v + v * (b * x) * (v + f) := by rw [h2, mul_one]

/-- If `1 - x f` and `1 - x (v + f)` are invertible, multiplying `W` by the vertex adds exactly
`v χ f`. -/
theorem effective_eq_screened_add {x v f : R} (hA : IsUnit (1 - x * f))
    (hB : IsUnit (1 - x * (v + f))) :
    effective x v f = screened x v f + v * response x v f * f := by
  obtain ⟨-, hW, -, hE⟩ := delSole_reining_godby hA hB
  rw [hE, hW, mul_add, add_assoc]

/-- If `v`, `x`, `1 - x f` and `1 - x (v + f)` are invertible, the vertex leaves the screened
interaction unchanged only when the kernel `f` vanishes, and then it does. -/
theorem effective_eq_screened_iff {x v f : R} (hv : IsUnit v) (hx : IsUnit x)
    (hA : IsUnit (1 - x * f)) (hB : IsUnit (1 - x * (v + f))) :
    effective x v f = screened x v f ↔ f = 0 := by
  have hb : IsUnit (Ring.inverse (1 - x * (v + f))) :=
    ⟨⟨_, _, Ring.inverse_mul_cancel _ hB, Ring.mul_inverse_cancel _ hB⟩, rfl⟩
  have hχ : IsUnit (v * response x v f) := hv.mul (hb.mul hx)
  rw [effective_eq_screened_add hA hB, add_eq_left]
  exact hχ.mul_right_eq_zero

/-- For the kernel `f = -v`, with `1 + x v` invertible, the effective interaction is the bare
interaction `v`. -/
theorem effective_neg_kernel {x v : R} (h : IsUnit (1 + x * v)) :
    effective x v (-v) = v := by
  have hA : IsUnit (1 - x * (-v)) := by simpa only [mul_neg, sub_neg_eq_add] using h
  have hB : IsUnit (1 - x * (v + -v)) := by
    rw [add_neg_cancel, mul_zero, sub_zero]
    exact isUnit_one
  rw [(delSole_reining_godby hA hB).2.2.2, add_neg_cancel, mul_zero, add_zero]

end

end GWVertexCorrections
```

```lean
#print axioms GWVertexCorrections.dyson_iff
-- 'GWVertexCorrections.dyson_iff' depends on axioms: [propext, Classical.choice, Quot.sound]
#print axioms GWVertexCorrections.delSole_reining_godby
-- 'GWVertexCorrections.delSole_reining_godby' depends on axioms: [propext, Classical.choice, Quot.sound]
#print axioms GWVertexCorrections.effective_eq_screened_iff
-- 'GWVertexCorrections.effective_eq_screened_iff' depends on axioms: [propext, Classical.choice, Quot.sound]
#print axioms GWVertexCorrections.effective_neg_kernel
-- 'GWVertexCorrections.effective_neg_kernel' depends on axioms: [propext, Classical.choice, Quot.sound]
```

## How the Lean statements read

The type `R` with `[Ring R]` holds all the kernels. A product in `R` stands for integration over the shared point, and `1` for the delta function. For matrices in an orthonormal basis these are the matrix product and the identity matrix; in a non-orthogonal basis the overlap matrix has to be absorbed into the factors first.

The definitions `vertex`, `polarizability`, `response`, `screened` and `effective` are \(\Gamma\), \(P\), \(\chi\), \(W\) and \(W\Gamma\). They fix the sign convention in which \(\chi=x+x(v+f)\chi\), and they place the vertex to the right of \(W\).

The hypotheses `hA` and `hB` say that \(1-xf\) and \(1-x(v+f)\) are invertible. For matrices at a given frequency, `hB` excludes a density oscillation that sustains itself without an external field, that is, a nonzero \(n\) with \(n=x(v+f)n\). `hA` excludes the same for the kernel \(f\) alone. From these two assumptions, `delSole_reining_godby` concludes four things: the invertibility of \(1-Pv\), the formula for \(W\), and the two formulas for \(W\Gamma\).

## From the factorization to the main theorem

`screening_factorization` proves \(AD=B\): `noncomm_ring` expands the product without commuting factors, and the rewrite with `h` uses \(A\Gamma=1\). `isUnit_screening_iff` then removes the invertible factor \(A\) to compare \(D\) with \(B\). `screening_mul_vertex` is the chain for \(D^{-1}\Gamma=B^{-1}\), and `screened_eq` the chain for \(W\), in the same order as above.

The main theorem first obtains \(W\Gamma=vB^{-1}\) as `hE`, then splits the inverse to reach the form with \(\chi\). `dyson_iff` proves both directions: a solution of the Dyson equation equals \(W\), and \(W\) solves it. The last three theorems give the difference \(v\chi f\), the condition for it to vanish, and the case \(f=-v\).

## `Ring.inverse` and its two cancellation laws

`Ring.inverse` is defined on every element of the ring, so \(W\) can be written down without a proof of invertibility inside the formula. On an invertible element it is the true inverse; elsewhere it returns 0, which is why the theorems carry `IsUnit` hypotheses.

The proofs use only two properties of it, `Ring.mul_inverse_cancel` and `Ring.inverse_mul_cancel`. Once the needed cancellation law is in hand, `generalize` replaces the inverse by a plain letter. At the end of the main theorem, \(B^{-1}\) has become `b`, and `h2` says \(bB=1\). The first step of the final calculation,

\[
vb=v(bB)+v(bx)(v+f),
\]

holds for any ring element \(b\), so `noncomm_ring` can prove it by expansion. Only the second step, the rewrite with `h2`, uses the fact that \(b\) is an inverse.

## What a code has to supply

The theorems apply at each frequency and wavevector where the three kernels are matrices in a common basis and both inverses exist. They say nothing about rounding or conditioning: near a singular \(1-xf\), the route through \(\Gamma\) and \(P\) can lose accuracy even where the single solve with \(1-x(v+f)\) is well behaved.

The form of the vertex is a definition. Physically, it comes from Hedin's equations when the self-energy used to generate the vertex is a local potential that depends on the density, so that its derivative is the two-point kernel \(f\). With the two points of the vertex in the order usual in Hedin's equations, the result reads \((1-fx)^{-1}\); for symmetric \(x\) and \(f\) this is the transpose of the \(\Gamma\) used here. A vertex that depends on three independent points does not fit this algebra. The Green's function, the self-energy and the frequency integral that joins them to \(W\Gamma\) do not enter either, and the quality of any particular \(f\) is a separate question.

The statement that \(W\Gamma=W\) only for \(f=0\) needs care in practice, because it assumes that \(x\) is invertible. In a finite system with fixed integer occupations, a uniform potential induces no density, so \(x\) is singular in any basis that contains the constant function. `effective_eq_screened_iff` does not apply there, while the formulas for \(W\) and \(W\Gamma\) still hold under their own two hypotheses.
